# A power-series wave operator with f(0) = 1 factorizes over separated fragments exactly when f(x) = exp(cx)

A power series in an operator needs a meaning before it can be compared with anything. Here a cluster operator T is a nilpotent complex matrix, as excitation operators are in a finite orbital basis, and f(T) is the series cut off where the powers of T vanish. No convergence question arises. Write a_k for the coefficient of xᵏ in f, `PowerSeries.coeff k f` in Lean.

```lean
import Mathlib

open scoped Kronecker

namespace ExponentialAnsatz

noncomputable section

variable {ι κ : Type*} [Fintype ι] [DecidableEq ι] [Fintype κ] [DecidableEq κ]

/-- The wave operator `f(T)` of a nilpotent cluster operator `T`: the power series `f`
evaluated at `T`, cut off where the powers of `T` vanish. Its domain is the nilpotent matrices. -/
def waveOperator (f : PowerSeries ℂ) (T : Matrix ι ι ℂ) : Matrix ι ι ℂ :=
  ∑ k ∈ Finset.range (nilpotencyClass T), PowerSeries.coeff k f • T ^ k
```

The candidate exponentials are defined by their coefficients. The number c rescales all amplitudes, and c = 0 gives the trivial ansatz f = 1.

```lean
/-- The power series of `exp (c x)`, with coefficients `c ^ k / k!`. -/
def expSeries (c : ℂ) : PowerSeries ℂ :=
  PowerSeries.mk fun k => c ^ k / (k.factorial : ℂ)
```

Two properties of f are to be compared. The first concerns any two commuting nilpotent matrices of the same finite size.

```lean
/-- The ansatz `f` is multiplicative: `f(A + B) = f(A) f(B)` for all commuting nilpotent
complex matrices of every finite size. -/
def IsMultiplicative (f : PowerSeries ℂ) : Prop :=
  ∀ (ι : Type) [Fintype ι] [DecidableEq ι] (A B : Matrix ι ι ℂ),
    IsNilpotent A → IsNilpotent B → Commute A B →
      waveOperator f (A + B) = waveOperator f A * waveOperator f B
```

The second is the physical one. Two fragments have m and n levels, their joint space is the Kronecker product `⊗ₖ`, and the total cluster operator is A⊗1 + 1⊗B, without interfragment excitations. Fermionic signs are absent from this model; excitations that conserve the electron number of each fragment are even operators and commute between fragments.

```lean
/-- The ansatz `f` factorizes over separated fragments: for nilpotent cluster operators `A` and `B`
on two fragments, the wave operator of `A ⊗ 1 + 1 ⊗ B` is `f(A) ⊗ f(B)`. -/
def FactorizesOverFragments (f : PowerSeries ℂ) : Prop :=
  ∀ (m n : ℕ) (A : Matrix (Fin m) (Fin m) ℂ) (B : Matrix (Fin n) (Fin n) ℂ),
    IsNilpotent A → IsNilpotent B →
      waveOperator f (A ⊗ₖ (1 : Matrix (Fin n) (Fin n) ℂ) + (1 : Matrix (Fin m) (Fin m) ℂ) ⊗ₖ B)
        = waveOperator f A ⊗ₖ waveOperator f B
```

The test operator is a ladder L_n on levels 0, …, n−1, with ones just above the diagonal. On column vectors it steps down one level; its transpose is the corresponding excitation, and f of the transpose is the transpose of f(L_n).

```lean
/-- The ladder matrix on `n` levels, with ones just above the diagonal. -/
def ladder (n : ℕ) : Matrix (Fin n) (Fin n) ℂ :=
  Matrix.of fun i j => if (i : ℕ) + 1 = (j : ℕ) then 1 else 0
```

## (a) Cutting the series at any vanishing power

Show that if Tᴺ = 0, then

f(T) = Σ_{k<N} a_k Tᵏ.

**Solution.** Let ν be the smallest exponent with T^ν = 0. Then ν ≤ N, and the additional terms with ν ≤ k < N are zero. `Finset.sum_subset` expresses this comparison of the two sums.

```lean
/-- If `T ^ N = 0`, the wave operator is the power series summed over the powers below `N`. -/
theorem waveOperator_eq_sum (f : PowerSeries ℂ) {T : Matrix ι ι ℂ} {N : ℕ} (h : T ^ N = 0) :
    waveOperator f T = ∑ k ∈ Finset.range N, PowerSeries.coeff k f • T ^ k := by
  have hle : nilpotencyClass T ≤ N := by
    unfold nilpotencyClass
    exact Nat.sInf_le h
  unfold waveOperator
  apply Finset.sum_subset (Finset.range_mono hle)
  intro k _ hk
  have hk' : nilpotencyClass T ≤ k := by simpa using hk
  rw [pow_eq_zero_of_le hk' (pow_nilpotencyClass ⟨N, h⟩), smul_zero]
```

## (b) Powers of the ladder

Show that for levels i and l,

(L_nʲ)_{il} = 1 if i + j = l, and 0 otherwise.

**Solution.** For j = 0 this is the identity matrix. For the next power,

(L_nʲ⁺¹)_{il} = Σ_b (L_n)_{ib} (L_nʲ)_{bl}.

Only b = i+1 contributes, which gives the condition i + 1 + j = l. If i is the last level, no such b exists, and i + j + 1 = l is impossible because l < n. The `by_cases` step separates these two situations.

```lean
/-- The `j`-th power of the ladder matrix connects exactly the levels that lie `j` steps apart. -/
theorem ladder_pow_apply (n j : ℕ) (i l : Fin n) :
    (ladder n ^ j) i l = if (i : ℕ) + j = (l : ℕ) then 1 else 0 := by
  induction j generalizing i with
  | zero => simp [Matrix.one_apply, Fin.ext_iff]
  | succ j ih =>
    rw [pow_succ', Matrix.mul_apply]
    simp only [ih]
    by_cases h : (i : ℕ) + 1 < n
    · -- only the next level contributes
      rw [Finset.sum_eq_single (⟨(i : ℕ) + 1, h⟩ : Fin n)]
      · have e : (i : ℕ) + 1 + j = (i : ℕ) + (j + 1) := by omega
        simp [ladder, e]
      · intro b _ hb
        have hne : ¬ ((i : ℕ) + 1 = (b : ℕ)) := fun h' => hb (Fin.ext h'.symm)
        simp [ladder, hne]
      · simp
    · have hl := l.isLt
      rw [if_neg (show ¬ ((i : ℕ) + (j + 1) = (l : ℕ)) by omega)]
      refine Finset.sum_eq_zero fun b _ => ?_
      have hb := b.isLt
      have hne : ¬ ((i : ℕ) + 1 = (b : ℕ)) := by omega
      simp [ladder, hne]
```

## (c) Reading off a coefficient

Show that

L_{k+1}ᵏ⁺¹ = 0 and f(L_{k+1})_{0k} = a_k.

**Solution.** No two of the levels 0, …, k lie k+1 steps apart, so the power vanishes by (b). By (a) the matrix element is Σ_{j≤k} a_j (L_{k+1}ʲ)_{0k}, where only j = k survives.

```lean
/-- The ladder matrix on `k + 1` levels has vanishing power `k + 1`, and the element of its wave
operator between the first and the last level is the `k`-th coefficient of the ansatz. -/
theorem waveOperator_ladder (f : PowerSeries ℂ) (k : ℕ) :
    ladder (k + 1) ^ (k + 1) = 0 ∧
      waveOperator f (ladder (k + 1)) 0 (Fin.last k) = PowerSeries.coeff k f := by
  have hN : ladder (k + 1) ^ (k + 1) = 0 := by
    ext i j
    have hj := j.isLt
    rw [ladder_pow_apply, Matrix.zero_apply,
      if_neg (show ¬ ((i : ℕ) + (k + 1) = (j : ℕ)) by omega)]
  refine ⟨hN, ?_⟩
  rw [waveOperator_eq_sum f hN, Matrix.sum_apply]
  simp [ladder_pow_apply]
```

## (d) Powers of a tensor product

Show that

(A⊗B)ᵏ = Aᵏ⊗Bᵏ.

**Solution.** Both sides are the identity at k = 0. The induction step uses (A⊗B)(C⊗D) = AC⊗BD, which is `Matrix.mul_kronecker_mul`.

```lean
/-- Powers of a tensor product of operators are taken fragment by fragment. -/
theorem kronecker_pow (A : Matrix ι ι ℂ) (B : Matrix κ κ ℂ) (k : ℕ) :
    (A ⊗ₖ B) ^ k = (A ^ k) ⊗ₖ (B ^ k) := by
  induction k with
  | zero => simp only [pow_zero, Matrix.one_kronecker_one]
  | succ k ih => rw [pow_succ, ih, ← Matrix.mul_kronecker_mul, ← pow_succ, ← pow_succ]
```

## (e) A binomial expansion that stops

Let XY = YX and Y² = 0. Show that

(X+Y)ʲ⁺¹ = Xʲ⁺¹ + (j+1) XʲY.

**Solution.** The case j = 0 is immediate. Multiply the formula for j by X+Y:

(Xʲ⁺¹ + (j+1)XʲY)(X+Y) = Xʲ⁺² + Xʲ⁺¹Y + (j+1)Xʲ⁺¹Y + 0.

The two middle terms add to (j+2)Xʲ⁺¹Y. In the code, `h1` moves X past Y and `h2` removes the term with Y².

```lean
/-- For commuting `X` and `Y` with `Y * Y = 0`, the binomial expansion stops at first order
in `Y`. -/
theorem add_pow_of_sq_zero {X Y : Matrix ι ι ℂ} (hXY : Commute X Y) (hY : Y * Y = 0) (j : ℕ) :
    (X + Y) ^ (j + 1) = X ^ (j + 1) + ((j : ℂ) + 1) • (X ^ j * Y) := by
  induction j with
  | zero => simp
  | succ j ih =>
    have h1 : X ^ j * Y * X = X ^ (j + 1) * Y := by
      rw [mul_assoc, ← hXY.eq, ← mul_assoc, ← pow_succ]
    have h2 : X ^ j * Y * Y = 0 := by rw [mul_assoc, hY, mul_zero]
    rw [pow_succ (X + Y) (j + 1), ih, add_mul, mul_add, mul_add, smul_mul_assoc,
      smul_mul_assoc, h1, h2, ← pow_succ X (j + 1), smul_zero]
    push_cast
    module
```

## (f) The spectator fragment

For nilpotent A and B, show that

f(A⊗1) = f(A)⊗1 and f(1⊗B) = 1⊗f(B).

**Solution.** If Aᴹ = 0, then (A⊗1)ᴹ = Aᴹ⊗1 = 0, so (a) lets both series be cut at M:

Σ_{k<M} a_k (A⊗1)ᵏ = Σ_{k<M} a_k (Aᵏ⊗1) = f(A)⊗1.

The other identity follows in the same way. Lean compares the matrices entry by entry.

```lean
/-- A spectator fragment contributes only an identity factor to the wave operator of a nilpotent
cluster operator on the other fragment. -/
theorem waveOperator_spectator (f : PowerSeries ℂ) {A : Matrix ι ι ℂ} {B : Matrix κ κ ℂ}
    (hA : IsNilpotent A) (hB : IsNilpotent B) :
    waveOperator f (A ⊗ₖ (1 : Matrix κ κ ℂ)) = waveOperator f A ⊗ₖ (1 : Matrix κ κ ℂ) ∧
      waveOperator f ((1 : Matrix ι ι ℂ) ⊗ₖ B) = (1 : Matrix ι ι ℂ) ⊗ₖ waveOperator f B := by
  obtain ⟨M, hM⟩ := hA
  obtain ⟨N, hN⟩ := hB
  have h1 : (A ⊗ₖ (1 : Matrix κ κ ℂ)) ^ M = 0 := by
    rw [kronecker_pow, hM, Matrix.zero_kronecker]
  have h2 : ((1 : Matrix ι ι ℂ) ⊗ₖ B) ^ N = 0 := by
    rw [kronecker_pow, hN, Matrix.kronecker_zero]
  constructor
  · rw [waveOperator_eq_sum f h1, waveOperator_eq_sum f hM]
    ext ⟨i, i'⟩ ⟨j, j'⟩
    simp only [kronecker_pow, one_pow, Matrix.sum_apply, Matrix.smul_apply,
      Matrix.kroneckerMap_apply, smul_eq_mul, Finset.sum_mul]
    exact Finset.sum_congr rfl fun k _ => by ring
  · rw [waveOperator_eq_sum f h2, waveOperator_eq_sum f hN]
    ext ⟨i, i'⟩ ⟨j, j'⟩
    simp only [kronecker_pow, one_pow, Matrix.sum_apply, Matrix.smul_apply,
      Matrix.kroneckerMap_apply, smul_eq_mul, Finset.mul_sum]
    exact Finset.sum_congr rfl fun k _ => by ring
```

## (g) A recursion from one matrix element

Suppose f factorizes over fragments. Show that for every k ≥ 0

(k+1) a_{k+1} = a_1 a_k.

**Solution.** Put L_{k+1} on one fragment and L_2 on the other, with X = L_{k+1}⊗1 and Y = 1⊗L_2. These commute and Y² = 0, so by (e)

(X+Y)ʲ⁺¹ = L_{k+1}ʲ⁺¹⊗1 + (j+1) L_{k+1}ʲ⊗L_2.

Take the element in row (0,0) and column (k,1). The first term vanishes because the identity on the second fragment has no element (0,1). The second gives k+1 when j = k and zero otherwise (`hentry`). The zeroth power also contributes nothing, and (X+Y)ᵏ⁺² = 0 ends the series. Hence f(X+Y) has the element (k+1)a_{k+1}. By (c), the same element of f(L_{k+1})⊗f(L_2) is a_k a_1. The equality of the two is `key`.

```lean
/-- If the ansatz factorizes over fragments, its coefficients obey
`(k + 1) a_(k+1) = a_1 a_k`. -/
theorem fragment_recursion {f : PowerSeries ℂ} (hf : FactorizesOverFragments f) (k : ℕ) :
    ((k : ℂ) + 1) * PowerSeries.coeff (k + 1) f
      = PowerSeries.coeff 1 f * PowerSeries.coeff k f := by
  obtain ⟨hN, hNk⟩ := waveOperator_ladder f k
  have hS : ladder 2 ^ 2 = 0 := (waveOperator_ladder f 1).1
  have hS1 : waveOperator f (ladder 2) 0 1 = PowerSeries.coeff 1 f := (waveOperator_ladder f 1).2
  have hl : ladder 2 0 1 = 1 := by simp [ladder]
  -- a ladder on `k + 1` levels on one fragment, a two-level ladder on the other
  set X := ladder (k + 1) ⊗ₖ (1 : Matrix (Fin 2) (Fin 2) ℂ) with hX
  set Y := (1 : Matrix (Fin (k + 1)) (Fin (k + 1)) ℂ) ⊗ₖ ladder 2 with hYdef
  have hXY : Commute X Y := by
    simp only [hX, hYdef, commute_iff_eq, ← Matrix.mul_kronecker_mul, one_mul, mul_one]
  have hY : Y * Y = 0 := by
    rw [hYdef, ← Matrix.mul_kronecker_mul, ← pow_two (ladder 2), hS, Matrix.kronecker_zero]
  have hXj : ∀ j, X ^ j = (ladder (k + 1) ^ j) ⊗ₖ (1 : Matrix (Fin 2) (Fin 2) ℂ) := fun j => by
    rw [hX, kronecker_pow, one_pow]
  have hXjY : ∀ j, X ^ j * Y = (ladder (k + 1) ^ j) ⊗ₖ ladder 2 := fun j => by
    rw [hXj, hYdef, ← Matrix.mul_kronecker_mul, mul_one, one_mul]
  have hXk : X ^ (k + 1) = 0 := by rw [hXj, hN, Matrix.zero_kronecker]
  have hz : (X + Y) ^ (k + 1 + 1) = 0 := by
    rw [add_pow_of_sq_zero hXY hY, pow_succ X (k + 1), hXk]
    simp
  have hentry : ∀ j, ((X + Y) ^ (j + 1)) (0, 0) (Fin.last k, 1)
      = if j = k then (j : ℂ) + 1 else 0 := fun j => by
    rw [add_pow_of_sq_zero hXY hY, Matrix.add_apply, Matrix.smul_apply, hXj, hXjY]
    simp only [Matrix.kroneckerMap_apply, hl]
    simp [ladder_pow_apply]
  have h0 : (1 : Matrix (Fin (k + 1) × Fin 2) (Fin (k + 1) × Fin 2) ℂ)
      (0, 0) (Fin.last k, 1) = 0 :=
    Matrix.one_apply_ne fun h => absurd (congrArg Prod.snd h) (by simp)
  -- compare the element between the lowest and the highest product state
  have key : waveOperator f (X + Y) (0, 0) (Fin.last k, 1)
      = waveOperator f (ladder (k + 1)) 0 (Fin.last k) * waveOperator f (ladder 2) 0 1 :=
    congrFun (congrFun (hf (k + 1) 2 (ladder (k + 1)) (ladder 2) ⟨_, hN⟩ ⟨_, hS⟩) (0, 0))
      (Fin.last k, 1)
  rw [hNk, hS1, waveOperator_eq_sum f hz, Matrix.sum_apply, Finset.sum_range_succ'] at key
  simp only [Matrix.smul_apply, hentry, pow_zero, h0, smul_eq_mul, mul_ite, mul_zero, add_zero,
    Finset.sum_ite_eq', Finset.mem_range, Nat.lt_add_one, if_true] at key
  linear_combination key
```

## (h) The exponential addition theorem

For commuting nilpotent A and B and f(x) = exp(cx), show that

f(A+B) = f(A) f(B).

**Solution.** Let Aᴹ = 0 and Bᴺ = 0. Every term AᵖB^q of (A+B)ᴹ⁺ᴺ has p ≥ M or q ≥ N, so this power vanishes. The binomial theorem then gives

Σ_{r<M+N} cʳ(A+B)ʳ/r! = Σ_{p<M} Σ_{q<N} (cᵖAᵖ/p!)(c^q B^q/q!),

which is the product. Lean first identifies the truncated series with Mathlib's `IsNilpotent.exp (c • T)` and then applies the addition theorem available there.

```lean
/-- The exponential wave operator of a sum of commuting nilpotent cluster operators is the
product of their exponential wave operators. -/
theorem exponential_mul (c : ℂ) {A B : Matrix ι ι ℂ} (hA : IsNilpotent A) (hB : IsNilpotent B)
    (hAB : Commute A B) :
    waveOperator (expSeries c) (A + B)
      = waveOperator (expSeries c) A * waveOperator (expSeries c) B := by
  -- the series agrees with the exponential of a nilpotent element
  have hexp : ∀ T : Matrix ι ι ℂ, IsNilpotent T →
      waveOperator (expSeries c) T = IsNilpotent.exp (c • T) := by
    rintro T ⟨N, hN⟩
    have hc : (c • T) ^ N = 0 := by rw [smul_pow, hN, smul_zero]
    rw [waveOperator_eq_sum _ hN, IsNilpotent.exp_eq_sum hc]
    refine Finset.sum_congr rfl fun k _ => ?_
    rw [smul_pow, expSeries, PowerSeries.coeff_mk]
    ext i j
    simp only [Matrix.smul_apply, smul_eq_mul, Rat.smul_def]
    push_cast
    ring
  rw [hexp _ (hAB.isNilpotent_add hA hB), hexp A hA, hexp B hB, smul_add]
  exact IsNilpotent.exp_add_of_commute ((hAB.smul_left c).smul_right c) (hA.smul c) (hB.smul c)
```

## (i) Three equivalent properties

Let a_0 = 1. Show that these are equivalent:

1. f(A+B) = f(A)f(B) for all commuting nilpotent A, B of every finite size.
2. f(A⊗1 + 1⊗B) = f(A)⊗f(B) for all nilpotent A, B on two fragments.
3. f(x) = exp(cx) for some complex c.

**Solution.** For 1 → 2, A⊗1 and 1⊗B are nilpotent and commute, so by (f)

f(A⊗1 + 1⊗B) = (f(A)⊗1)(1⊗f(B)) = f(A)⊗f(B).

For 2 → 3, the recursion in (g) starts from a_0 = 1 and gives a_k = a_1ᵏ/k! by induction, so c = a_1. Part (h) is 3 → 1. `List.TFAE` states that any two items of the list are equivalent.

When T consists of excitations from the reference state, a_0 = 1 gives intermediate normalization: the reference state enters with coefficient one. The condition also excludes f = 0, which factorizes but is not an exponential.

For finite matrices and an ansatz given by a single power series, this is the operator side of size consistency in coupled-cluster theory. That the amplitude equations yield an additive T is a separate matter.

```lean
/-- For an ansatz with `f(0) = 1`, three properties are equivalent: it is multiplicative on
commuting nilpotent matrices, it factorizes over separated fragments, and it is `exp (c x)` for
some complex `c`. -/
theorem factorizes_iff_exponential (f : PowerSeries ℂ) (h0 : PowerSeries.constantCoeff f = 1) :
    List.TFAE [IsMultiplicative f, FactorizesOverFragments f, ∃ c : ℂ, f = expSeries c] := by
  tfae_have 1 → 2 := by
    intro hf m n A B hA hB
    obtain ⟨hL, hR⟩ := waveOperator_spectator f hA hB
    have hA' : IsNilpotent (A ⊗ₖ (1 : Matrix (Fin n) (Fin n) ℂ)) := by
      obtain ⟨N, hN⟩ := hA
      exact ⟨N, by rw [kronecker_pow, hN, Matrix.zero_kronecker]⟩
    have hB' : IsNilpotent ((1 : Matrix (Fin m) (Fin m) ℂ) ⊗ₖ B) := by
      obtain ⟨N, hN⟩ := hB
      exact ⟨N, by rw [kronecker_pow, hN, Matrix.kronecker_zero]⟩
    have hc : Commute (A ⊗ₖ (1 : Matrix (Fin n) (Fin n) ℂ))
        ((1 : Matrix (Fin m) (Fin m) ℂ) ⊗ₖ B) := by
      simp only [commute_iff_eq, ← Matrix.mul_kronecker_mul, one_mul, mul_one]
    rw [hf _ _ _ hA' hB' hc, hL, hR, ← Matrix.mul_kronecker_mul, mul_one, one_mul]
  tfae_have 2 → 3 := by
    intro hf
    refine ⟨PowerSeries.coeff 1 f, ?_⟩
    ext k
    rw [expSeries, PowerSeries.coeff_mk]
    -- solve the recursion, starting from `f(0) = 1`
    induction k with
    | zero => simpa using h0
    | succ k ih =>
      have h := fragment_recursion hf k
      have hk : (k : ℂ) + 1 ≠ 0 := Nat.cast_add_one_ne_zero k
      have hk' : (k.factorial : ℂ) ≠ 0 := Nat.cast_ne_zero.mpr k.factorial_ne_zero
      have h2 : ((k : ℂ) + 1) * PowerSeries.coeff (k + 1) f * (k.factorial : ℂ)
          = PowerSeries.coeff 1 f * PowerSeries.coeff 1 f ^ k := by
        rw [h, ih, mul_assoc, div_mul_cancel₀ _ hk']
      rw [Nat.factorial_succ]
      push_cast
      rw [eq_div_iff (mul_ne_zero hk hk')]
      linear_combination h2
  tfae_have 3 → 1 := by
    rintro ⟨c, rfl⟩ ι _ _ A B hA hB hAB
    exact exponential_mul c hA hB hAB
  tfae_finish
```

## (j) The linear ansatz

Show that for f(x) = 1 + x, factorization over fragments fails:

f(A⊗1 + 1⊗B) ≠ f(A)⊗f(B) for some nilpotent A, B.

**Solution.** Here a_1 = 1 and a_2 = 0, so (g) at k = 1 would require 2·0 = 1·1.

With numbers, take A = 0.1 L_2 and B = 0.2 L_2. Then T = A⊗1 + 1⊗B has T² = 2 A⊗B = 0.04 L_2⊗L_2. In row (0,0) and column (1,1), exp(T) has 0.04/2 = 0.02 = 0.1·0.2, as factorization demands, while 1 + T has 0.

Transposing all matrices turns L_2 into an excitation and moves this element to row (1,1) and column (0,0). If the transposed L_2 stands for a double excitation of a helium atom, the element is the coefficient of a double excitation on each of two distant atoms at once, a quadruple excitation of the pair. Coupled cluster with doubles only generates it as a product of stored doubles amplitudes; configuration interaction truncated at doubles leaves it out. Full configuration interaction, written as 1 + C, gives it a coefficient of its own. C then has a term that excites both atoms at once, so it is not of the additive form A⊗1 + 1⊗B used here.

```lean
/-- The linear ansatz `1 + T` does not factorize over separated fragments. -/
theorem linear_ansatz_not_factorizes :
    ¬ FactorizesOverFragments (1 + PowerSeries.X) := by
  intro h
  have h1 := fragment_recursion h 1
  norm_num [PowerSeries.coeff_one, PowerSeries.coeff_X] at h1

end

end ExponentialAnsatz
```

```lean
#print axioms ExponentialAnsatz.waveOperator_eq_sum
#print axioms ExponentialAnsatz.factorizes_iff_exponential
#print axioms ExponentialAnsatz.linear_ansatz_not_factorizes
```

```
'ExponentialAnsatz.waveOperator_eq_sum' depends on axioms: [propext, Classical.choice, Quot.sound]
'ExponentialAnsatz.factorizes_iff_exponential' depends on axioms: [propext, Classical.choice, Quot.sound]
'ExponentialAnsatz.linear_ansatz_not_factorizes' depends on axioms: [propext, Classical.choice, Quot.sound]
```
